# The chain ⌊(n+1)α+φ⌋ − ⌊nα+φ⌋ never becomes periodic when α is irrational

Generate ten thousand sites of a two-valued chain, find no repetition, and you still do not know that it is aperiodic. A period longer than the sample may be hiding, or the repetition may begin further out. In either case the chain would be an ordinary crystal from some site on. A finite sample does not fix the composition of the infinite chain either, since the fraction of 1s could keep drifting. For the chain in the title, with α irrational and between 0 and 1, both doubts can be settled by proof.

## A staircase under a straight line

```lean
import Mathlib

open Filter Topology

namespace QuasiperiodicChain

noncomputable section
```

These lines load Mathlib and make its notation for limits available.

```lean
/-- The integer staircase `⌊n α + φ⌋` at or below the line of slope `α` and phase `φ`. -/
def height (α φ : ℝ) (n : ℕ) : ℤ := ⌊(n : ℝ) * α + φ⌋
```

Draw the line of slope α and offset φ, and at each site n take the largest integer that does not exceed it:

h(n) = ⌊nα + φ⌋

In Lean, `height α φ n` is h(n). The types say that α and φ are real (`ℝ`), that sites are numbered 0, 1, 2, … (`ℕ`), and that the result is an integer (`ℤ`). The chain is therefore half-infinite, with an end at site 0. The expression `(n : ℝ)` is the site number regarded as a real number.

```lean
/-- The chain `s_n = ⌊(n + 1) α + φ⌋ - ⌊n α + φ⌋`: the step of the staircase at site `n`. -/
def chain (α φ : ℝ) (n : ℕ) : ℤ := height α φ (n + 1) - height α φ n
```

The chain is the rise of the staircase from one site to the next:

s(n) = h(n+1) − h(n)

The values 0 and 1 can stand for two atomic species, two bond lengths or two on-site energies. The phase φ slides the line up or down, and φ = 0 gives s(n) = ⌊(n+1)α⌋ − ⌊nα⌋.

```lean
/-- The sum of the chain over the window of `N` consecutive sites that starts at site `m`. -/
def windowCount (α φ : ℝ) (m N : ℕ) : ℤ := ∑ i ∈ Finset.range N, chain α φ (m + i)
```

This is the sum over N consecutive sites starting at m:

W(m, N) = s(m) + s(m+1) + … + s(m+N−1)

`Finset.range N` is the set 0, …, N−1. When the chain takes only the values 0 and 1, W counts the 1s in the window.

```lean
/-- A sequence is eventually periodic if, from some site on, it repeats with a period `p ≥ 1`. -/
def EventuallyPeriodic (s : ℕ → ℤ) : Prop :=
  ∃ p : ℕ, 1 ≤ p ∧ ∃ n₀ : ℕ, ∀ n, n₀ ≤ n → s (n + p) = s n
```

Read aloud: there is a period p ≥ 1 and a site n₀ such that s(n+p) = s(n) for every n ≥ n₀. An irregular stretch at the start is allowed, so denying this property says more than denying periodicity from site 0.

```lean
/-- The staircase lies at or below the line `n α + φ`, by less than one unit. -/
theorem height_bounds (α φ : ℝ) (n : ℕ) :
    (height α φ n : ℝ) ≤ n * α + φ ∧ (n : ℝ) * α + φ < height α φ n + 1 :=
  ⟨Int.floor_le _, Int.lt_floor_add_one _⟩
```

This is the definition of the floor, written as two inequalities:

h(n) ≤ nα + φ < h(n) + 1

The bounds on the chain and its sums below rest on them. The proof consists of the two matching Mathlib facts.

## Only two values occur

```lean
/-- For a slope between 0 and 1, every site of the chain carries the value 0 or 1. -/
theorem chain_eq_zero_or_one {α : ℝ} (h0 : 0 ≤ α) (h1 : α ≤ 1) (φ : ℝ) (n : ℕ) :
    chain α φ n = 0 ∨ chain α φ n = 1 := by
  obtain ⟨a, a'⟩ := height_bounds α φ n
  obtain ⟨b, b'⟩ := height_bounds α φ (n + 1)
  push_cast at b b'
  have lower : (height α φ n : ℝ) < height α φ (n + 1) + 1 := by linarith
  have upper : (height α φ (n + 1) : ℝ) < height α φ n + 2 := by linarith
  have lower' : height α φ n < height α φ (n + 1) + 1 := by exact_mod_cast lower
  have upper' : height α φ (n + 1) < height α φ n + 2 := by exact_mod_cast upper
  unfold chain
  omega
```

Let 0 ≤ α ≤ 1. Using the floor inequalities at n and at n+1,

h(n+1) ≤ (n+1)α + φ < h(n) + 1 + α ≤ h(n) + 2

h(n) ≤ nα + φ ≤ (n+1)α + φ < h(n+1) + 1

Hence −1 < s(n) < 2, and an integer in that range is 0 or 1.

In the Lean proof, `linarith` derives the two inequalities, named `upper` and `lower`, over the real numbers. `exact_mod_cast` carries them back to the integers, where `omega` draws the conclusion.

## Every window stays within one unit of Nα

```lean
/-- The sum over a window is the difference of the staircase heights at its two ends. -/
theorem windowCount_eq (α φ : ℝ) (m N : ℕ) :
    windowCount α φ m N = height α φ (m + N) - height α φ m := by
  unfold windowCount
  induction N with
  | zero => simp
  | succ N ih =>
    rw [Finset.sum_range_succ, ih, ← add_assoc m N 1]
    simp only [chain]
    ring
```

The window sum telescopes, because each intermediate height appears once with a plus and once with a minus:

W(m, N) = h(m+N) − h(m)

Lean proves this by induction on N. The empty window gives 0 on both sides, and each further site adds one step of the staircase.

```lean
/-- Bounded fluctuations: the sum over any window of `N` sites differs from `N α` by less
than 1, however long the window is. -/
theorem abs_windowCount_sub_lt_one (α φ : ℝ) (m N : ℕ) :
    |(windowCount α φ m N : ℝ) - N * α| < 1 := by
  obtain ⟨a, a'⟩ := height_bounds α φ m
  obtain ⟨b, b'⟩ := height_bounds α φ (m + N)
  rw [windowCount_eq]
  push_cast at b b' ⊢
  exact abs_lt.mpr ⟨by linarith, by linarith⟩
```

Let r and r′ be the gaps between line and staircase at sites m and m+N. Both lie in the interval from 0 up to but not including 1. Then

W(m, N) = [(m+N)α + φ − r′] − [mα + φ − r] = Nα + r − r′

so that

|W(m, N) − Nα| < 1

The bound does not grow with N. If each site were instead drawn independently, with value 1 with probability α and 0 otherwise (0 < α < 1), the typical deviation would grow like √N. `abs_lt.mpr` splits the absolute value into two inequalities, and `linarith` obtains each from the floor bounds.

```lean
/-- Balance: the sums over any two windows of equal length differ by at most 1. -/
theorem windowCount_balanced (α φ : ℝ) (m m' N : ℕ) :
    |windowCount α φ m N - windowCount α φ m' N| ≤ 1 := by
  obtain ⟨a, a'⟩ := abs_lt.mp (abs_windowCount_sub_lt_one α φ m N)
  obtain ⟨b, b'⟩ := abs_lt.mp (abs_windowCount_sub_lt_one α φ m' N)
  have h1 : (windowCount α φ m N : ℝ) < windowCount α φ m' N + 2 := by linarith
  have h2 : (windowCount α φ m' N : ℝ) < windowCount α φ m N + 2 := by linarith
  have h1' : windowCount α φ m N < windowCount α φ m' N + 2 := by exact_mod_cast h1
  have h2' : windowCount α φ m' N < windowCount α φ m N + 2 := by exact_mod_cast h2
  exact abs_le.mpr ⟨by omega, by omega⟩
```

Two windows of equal length N both have sums within 1 of the same number Nα. Their sums therefore differ by less than 2, and being integers they differ by at most 1. This property is called balance. It holds however far apart the two stretches lie, and for long stretches of a two-valued chain it makes their compositions almost identical.

```lean
/-- The mean of the chain over the `N` sites from site `m` on tends to `α` as `N` grows. -/
theorem tendsto_mean (α φ : ℝ) (m : ℕ) :
    Tendsto (fun N : ℕ => (windowCount α φ m N : ℝ) / N) atTop (𝓝 α) := by
  rw [tendsto_iff_dist_tendsto_zero]
  -- the error of the mean is at most `1 / N`
  refine squeeze_zero' (Eventually.of_forall fun _ => dist_nonneg) ?_
    (tendsto_const_div_atTop_nhds_zero_nat (1 : ℝ))
  filter_upwards [eventually_gt_atTop 0] with N hN
  have hN' : (0 : ℝ) < N := by exact_mod_cast hN
  have e : (windowCount α φ m N : ℝ) / N - α = (windowCount α φ m N - N * α) / N := by
    rw [sub_div, mul_div_cancel_left₀ _ hN'.ne']
  rw [Real.dist_eq, e, abs_div, abs_of_pos hN']
  have h := (abs_windowCount_sub_lt_one α φ m N).le
  gcongr
```

The statement says that W(m, N)/N tends to α as N → ∞, for each fixed starting site m. `atTop` means that N grows without bound, and `𝓝 α` stands for the neighbourhoods of α. By hand, for N > 0,

|W(m, N)/N − α| = |W(m, N) − Nα| / N < 1/N

and the right-hand side tends to 0. In Lean, `squeeze_zero'` traps the error between 0 and 1/N, the equation `e` puts it over the common denominator, and `gcongr` compares the numerators.

## Periodic exactly when α is rational

```lean
/-- The chain is eventually periodic exactly when its slope `α` is rational. -/
theorem eventuallyPeriodic_iff (α φ : ℝ) :
    EventuallyPeriodic (chain α φ) ↔ ¬ Irrational α := by
  constructor
  · rintro ⟨p, hp, n₀, h⟩ hα
    -- over one period the staircase gains a fixed integer `K`
    obtain ⟨K, drift⟩ : ∃ K : ℤ, ∀ j : ℕ,
        height α φ (n₀ + j + p) - height α φ (n₀ + j) = K := by
      refine ⟨height α φ (n₀ + p) - height α φ n₀, fun j => ?_⟩
      induction j with
      | zero => simp
      | succ j ih =>
        have step := h (n₀ + j) (by omega)
        simp only [chain] at step
        rw [show n₀ + (j + 1) + p = n₀ + j + p + 1 by omega,
          show n₀ + (j + 1) = n₀ + j + 1 by omega]
        linarith
    have lin : ∀ k : ℕ, height α φ (n₀ + k * p) = height α φ n₀ + k * K := by
      intro k
      induction k with
      | zero => simp
      | succ k ih =>
        have d := drift (k * p)
        rw [show n₀ + (k + 1) * p = n₀ + k * p + p by ring]
        push_cast
        linarith
    -- irrationality forbids `K = p α`
    have hp0 : (p : ℝ) ≠ 0 := by
      have : p ≠ 0 := by omega
      exact_mod_cast this
    have hne : (K : ℝ) - p * α ≠ 0 := by
      intro h0
      refine hα ⟨(K : ℚ) / (p : ℚ), ?_⟩
      push_cast
      rw [div_eq_iff hp0]
      linarith
    -- so the mismatch grows beyond the bound set by the floor
    obtain ⟨k, hk⟩ := exists_nat_gt (1 / |(K : ℝ) - p * α|)
    rw [div_lt_iff₀ (abs_pos.mpr hne)] at hk
    obtain ⟨a, a'⟩ := height_bounds α φ n₀
    obtain ⟨b, b'⟩ := height_bounds α φ (n₀ + k * p)
    rw [lin k] at b b'
    push_cast at b b'
    have small : |(k : ℝ) * ((K : ℝ) - p * α)| < 1 :=
      abs_lt.mpr ⟨by linarith, by linarith⟩
    rw [abs_mul, Nat.abs_cast] at small
    linarith
  · intro h
    obtain ⟨r, rfl⟩ : ∃ r : ℚ, (r : ℝ) = α := by
      by_contra hc
      exact h hc
    -- the denominator of the slope is a period
    have hr : (r : ℝ) * r.den = r.num := by exact_mod_cast Rat.mul_den_eq_num r
    have shift : ∀ n : ℕ, height r φ (n + r.den) = height r φ n + r.num := by
      intro n
      unfold height
      rw [← Int.floor_add_intCast]
      congr 1
      push_cast
      linarith
    refine ⟨r.den, Nat.one_le_iff_ne_zero.mpr r.den_nz, 0, fun n _ => ?_⟩
    simp only [chain]
    rw [show n + r.den + 1 = n + 1 + r.den by omega, shift, shift]
    ring
```

The symbol `↔` means "if and only if", and `¬ Irrational α` says that α is rational. No restriction to slopes between 0 and 1 is needed here.

Suppose first that s(n+p) = s(n) for all n ≥ n₀, and follow the rise of the staircase over one period:

D(j) = h(n₀+j+p) − h(n₀+j)

D(j+1) − D(j) = s(n₀+j+p) − s(n₀+j) = 0

So D(j) is a fixed integer K, which is the step named `drift`. Adding up k periods gives `lin`:

h(n₀+kp) = h(n₀) + kK

Over the same kp sites the line rises by kpα. Since the staircase is always less than one unit below the line, the two rises differ by less than 1:

k |K − pα| < 1 for every k

Lean needs this bound only for one suitably large k, and there it is called `small`. If α were irrational, K − pα could not vanish, because p ≥ 1 and α = K/p would be rational; that is `hne`. Choosing k larger than 1/|K − pα| then contradicts the bound. A mismatch per period, however slight, accumulates until the floor can no longer accommodate it.

For the converse, let α = a/q in lowest terms with q ≥ 1. Moving q sites along raises the line by exactly the integer a, and the floor moves with it:

h(n+q) = h(n) + a

This is `shift`, with `r.num` for a and `r.den` for q. Taking the difference of neighbouring heights removes a and leaves s(n+q) = s(n) from site 0 on.

The same accumulation argument, done by hand, covers a neighbouring case. Take any integer sequence whose sum over the first N sites stays within some fixed distance C of Nα, with α irrational. Eventual periodicity would again keep k |K − pα| bounded for all k, which is impossible. For example, swapping the two values within disjoint pairs of neighbouring sites of our chain, even infinitely many pairs, changes each of these sums by at most 1, so it cannot make the chain eventually periodic.

## The three properties together

```lean
/-- For irrational `α` in (0, 1) and any phase `φ`, the chain takes only the values 0 and 1,
its running mean from any starting site tends to `α`, and it is not eventually periodic. -/
theorem quasiperiodic_chain {α : ℝ} (hα : Irrational α) (h0 : 0 < α) (h1 : α < 1) (φ : ℝ) :
    (∀ n, chain α φ n = 0 ∨ chain α φ n = 1) ∧
    (∀ m, Tendsto (fun N : ℕ => (windowCount α φ m N : ℝ) / N) atTop (𝓝 α)) ∧
    ¬ EventuallyPeriodic (chain α φ) :=
  ⟨chain_eq_zero_or_one h0.le h1.le φ, tendsto_mean α φ,
    fun h => (eventuallyPeriodic_iff α φ).mp h hα⟩

end

end QuasiperiodicChain
```

For irrational α with 0 < α < 1 and any real φ, the theorem joins three statements with `∧` ("and"):

- every s(n) is 0 or 1;
- the mean over N sites from any starting site m tends to α;
- the chain is not eventually periodic.

The word "quasiperiodic" in the theorem's name refers to how the chain is built, with s(n) depending only on the fractional part of nα + φ; the theorem does not state this as a separate conclusion. The proof assembles earlier results. `h0.le` and `h1.le` weaken the strict inequalities to the form that the two-value theorem expects, and the last entry says that eventual periodicity would make α rational, against `hα`.

In a one-dimensional, non-interacting tight-binding model with two different on-site energies assigned by s(n), irrational α thus leaves no repeating unit cell, even far from the end of the chain. Replacing α by a rational approximant a/q gives a pattern that repeats every q sites, and so fits periodic boundary conditions on q sites without a mismatch at the seam. The theorems describe the pattern of site values alone; energy spectra, the localisation of states and diffraction are separate questions.

```lean
#print axioms QuasiperiodicChain.windowCount_balanced
#print axioms QuasiperiodicChain.quasiperiodic_chain
```

```
'QuasiperiodicChain.windowCount_balanced' depends on axioms: [propext, Classical.choice, Quot.sound]
'QuasiperiodicChain.quasiperiodic_chain' depends on axioms: [propext, Classical.choice, Quot.sound]
```
